# Joining two block ground states of a (2, −1) chain overestimates its ground energy fourfold in the long-chain limit

A particle hops along a chain with hard walls. To treat a long chain cheaply, one may solve two halves of \(L\) sites separately, keep the ground state of each, and diagonalise the full Hamiltonian in the space they span. How good is the resulting energy? This is a single step of Wilson's real-space blocking with one state kept per block; practical schemes keep more states and iterate.

```lean
import Mathlib

open Matrix Filter Topology Finset
open scoped Real

namespace WilsonBlocking

noncomputable section
```

Mathlib supplies the mathematics, and `π` now denotes the real number.

## The chain and its blocks

```lean
/-- The open-chain Hamiltonian: 2 on every site and -1 between neighbouring sites. -/
def chain (n : ℕ) : Matrix (Fin n) (Fin n) ℝ := Matrix.of fun i j =>
  (if i = j then 2 else 0) - (if i.val + 1 = j.val then 1 else 0)
    - (if j.val + 1 = i.val then 1 else 0)
```

`chain n` is a real \(n\times n\) matrix \(H\), in units of the hopping strength. The diagonal 2 puts the bottom of the infinite chain's band at zero, and the energy ratio depends on that choice. `Fin n` counts from 0, so index `i` is site \(k=i+1\).

```lean
/-- The amplitude sin(πk/(n+1)) at site k = 1, ..., n. -/
def mode (n k : ℕ) : ℝ := Real.sin (k * (π / (n + 1)))
```

Write \(s_k=\sin k\theta\), with \(\theta=\pi/(n+1)\). For a block, \(n=L\).

```lean
/-- The sine state of L sites placed on the left half of a chain of 2L sites. -/
def leftBlock (L : ℕ) : Fin (2 * L) → ℝ := fun i =>
  if i.val + 1 ≤ L then mode L (i.val + 1) else 0
```

This places \(s_k\) on sites \(1,\dots,L\) and zero elsewhere.

```lean
/-- The sine state of L sites placed on the right half of a chain of 2L sites. -/
def rightBlock (L : ℕ) : Fin (2 * L) → ℝ := fun i =>
  if i.val + 1 ≤ L then 0 else mode L (i.val + 1 - L)
```

The same state occupies sites \(L+1,\dots,2L\).

```lean
/-- The space kept by the blocking step: the span of the two block states. -/
def blockSpace (L : ℕ) : Submodule ℝ (Fin (2 * L) → ℝ) :=
  Submodule.span ℝ {leftBlock L, rightBlock L}
```

The retained space contains all combinations of these two vectors.

```lean
/-- The Rayleigh quotients of H over the nonzero vectors of a subspace. -/
def energies {n : ℕ} (H : Matrix (Fin n) (Fin n) ℝ) (S : Submodule ℝ (Fin n → ℝ)) : Set ℝ :=
  (fun x => (x ⬝ᵥ H *ᵥ x) / (x ⬝ᵥ x)) '' {x | x ∈ S ∧ x ≠ 0}
```

These are the quotients \(x\cdot Hx/x\cdot x\) for nonzero \(x\) in a subspace `S`.

```lean
/-- The variational energy of H in a subspace: the infimum of its Rayleigh quotients. -/
def lowestEnergy {n : ℕ} (H : Matrix (Fin n) (Fin n) ℝ) (S : Submodule ℝ (Fin n → ℝ)) : ℝ :=
  sInf (energies H S)
```

The variational energy is their infimum.

## The exact ground energy

```lean
/-- On amplitudes that vanish just outside the chain, the Hamiltonian is minus the second
difference. -/
theorem chain_mulVec {n : ℕ} (v : ℕ → ℝ) (h0 : v 0 = 0) (hn : v (n + 1) = 0) (i : Fin n) :
    (chain n *ᵥ fun j => v (j.val + 1)) i = 2 * v (i.val + 1) - v i.val - v (i.val + 2) := by
  have h1 : ∑ j : Fin n, (if i = j then 2 * v (j.val + 1) else 0) = 2 * v (i.val + 1) := by simp
  have h2 : ∑ j : Fin n, (if i.val + 1 = j.val then v (j.val + 1) else 0) = v (i.val + 2) := by
    rw [Fin.sum_univ_eq_sum_range (fun j => if i.val + 1 = j then v (j + 1) else 0) n,
      Finset.sum_ite_eq]
    split_ifs with h
    · rfl
    · have hi := i.isLt
      rw [Finset.mem_range] at h
      rw [show i.val + 2 = n + 1 by omega, hn]
  have h3 : ∀ k < n, ∑ j ∈ range n, (if j + 1 = k then v (j + 1) else 0) = v k := by
    intro k hk
    rcases k with _ | k
    · simp [h0]
    · rw [Finset.sum_eq_single k]
      · exact if_pos rfl
      · intro j _ hj
        exact if_neg (by omega)
      · intro h
        exact absurd (Finset.mem_range.2 (by omega)) h
  have h4 := h3 i.val i.isLt
  rw [← Fin.sum_univ_eq_sum_range (fun j => if j + 1 = i.val then v (j + 1) else 0) n] at h4
  simp only [Matrix.mulVec, dotProduct, chain, Matrix.of_apply, sub_mul, ite_mul, zero_mul,
    one_mul, Finset.sum_sub_distrib]
  rw [h1, h2, h4]
  ring
```

If \(v_0=v_{n+1}=0\), then \((Hv)_k=2v_k-v_{k-1}-v_{k+1}\), at the ends too. The proof evaluates the three sums in the matrix product separately.

```lean
/-- The sine amplitudes vanish at the two sites just outside the chain. -/
theorem mode_boundary (n : ℕ) : mode n 0 = 0 ∧ mode n (n + 1) = 0 := by
  have h : ((n : ℝ) + 1) * (π / (n + 1)) = π := by field_simp
  constructor
  · simp [mode]
  · simp only [mode, Nat.cast_add, Nat.cast_one]
    rw [h, Real.sin_pi]
```

Indeed \(\sin 0=\sin\pi=0\).

```lean
/-- Minus the second difference multiplies the sine amplitudes by 2 - 2cos(π/(n+1)). -/
theorem mode_recurrence (n k : ℕ) : 2 * mode n (k + 1) - mode n k - mode n (k + 2)
    = (2 - 2 * Real.cos (π / (n + 1))) * mode n (k + 1) := by
  simp only [mode, Nat.cast_add, Nat.cast_one, Nat.cast_ofNat]
  generalize π / ((n : ℝ) + 1) = t
  have e1 : (k : ℝ) * t = (k + 1) * t - t := by ring
  have e2 : ((k : ℝ) + 2) * t = (k + 1) * t + t := by ring
  rw [e1, e2, Real.sin_sub, Real.sin_add]
  ring
```

Since \(\sin(A-\theta)+\sin(A+\theta)=2\cos\theta\,\sin A\), the sine state is an eigenvector with energy \(\varepsilon=2-2\cos\theta\).

```lean
/-- The squared norm of the sine state on L sites is (L+1)/2. -/
theorem mode_norm (L : ℕ) (hL : 1 ≤ L) :
    ∑ i ∈ range L, mode L (i + 1) ^ 2 = ((L : ℝ) + 1) / 2 := by
  -- telescoping sum of squared sines
  have key : ∀ (t : ℝ) (m : ℕ), Real.sin t * ∑ i ∈ range m, Real.sin (((i : ℝ) + 1) * t) ^ 2
      = (m * Real.sin t - Real.sin (m * t) * Real.cos ((m + 1) * t)) / 2 := by
    intro t m
    induction m with
    | zero => simp
    | succ m ih =>
      rw [Finset.sum_range_succ, mul_add, ih]
      push_cast
      have e1 : (m : ℝ) * t = (m + 1) * t - t := by ring
      have e2 : ((m : ℝ) + 1 + 1) * t = (m + 1) * t + t := by ring
      rw [e1, e2, Real.sin_sub, Real.cos_add]
      linear_combination Real.sin t / 2 * Real.sin_sq_add_cos_sq (((m : ℝ) + 1) * t)
  have hL' : (1 : ℝ) ≤ L := by exact_mod_cast hL
  have h1 : ((L : ℝ) + 1) * (π / (L + 1)) = π := by field_simp
  have h2 : (L : ℝ) * (π / (L + 1)) = π - π / (L + 1) := by linear_combination h1
  have hs : 0 < Real.sin (π / ((L : ℝ) + 1)) :=
    Real.sin_pos_of_pos_of_lt_pi (by positivity) (div_lt_self Real.pi_pos (by linarith))
  have h := key (π / ((L : ℝ) + 1)) L
  rw [h1, h2, Real.cos_pi, Real.sin_pi_sub] at h
  apply mul_left_cancel₀ hs.ne'
  simp only [mode, Nat.cast_add, Nat.cast_one]
  rw [h]
  ring
```

Induction on \(m\) gives
\[
\sin t\sum_{k=1}^{m}\sin^2 kt=\tfrac12\left[m\sin t-\sin mt\,\cos (m+1)t\right].
\]
With \(A=(m+1)t\), the right side grows at each step by \(\tfrac12\sin t\,(1-\cos^2A+\sin^2A)=\sin t\,\sin^2A\). At \(m=L\), \(t=\pi/(L+1)\), we have \(\sin Lt=\sin t\) and \(\cos\pi=-1\). Dividing by \(\sin t>0\) leaves \((L+1)/2\), so the normalised amplitudes are \(\sqrt{2/(L+1)}\,s_k\).

```lean
/-- If a real symmetric H with nonpositive off-diagonal entries has a positive eigenvector of
energy E, then no state has a Rayleigh quotient below E. -/
theorem energy_ge_of_positive_state {n : ℕ} (H : Matrix (Fin n) (Fin n) ℝ)
    (hs : ∀ i j, H i j = H j i) (ho : ∀ i j, i ≠ j → H i j ≤ 0) (φ : Fin n → ℝ)
    (hφ : ∀ i, 0 < φ i) (E : ℝ) (h : H *ᵥ φ = E • φ) (x : Fin n → ℝ) :
    E * (x ⬝ᵥ x) ≤ x ⬝ᵥ H *ᵥ x := by
  obtain ⟨y, hx⟩ : ∃ y : Fin n → ℝ, ∀ i, x i = φ i * y i :=
    ⟨fun i => x i / φ i, fun i => (mul_div_cancel₀ (x i) (hφ i).ne').symm.trans (by ring)⟩
  have hrow : ∀ i, ∑ j, H i j * φ j = E * φ i := fun i => congrFun h i
  have hA : ∑ i, ∑ j, H i j * φ i * φ j * y i ^ 2 = E * (x ⬝ᵥ x) := by
    simp only [dotProduct, Finset.mul_sum]
    refine Finset.sum_congr rfl fun i _ => ?_
    calc _ = φ i * y i ^ 2 * ∑ j, H i j * φ j := by
          rw [Finset.mul_sum]
          exact Finset.sum_congr rfl fun j _ => by ring
      _ = _ := by rw [hrow, hx i]; ring
  have hB : ∑ i, ∑ j, H i j * φ i * φ j * y j ^ 2 = E * (x ⬝ᵥ x) := by
    rw [← hA, Finset.sum_comm]
    exact Finset.sum_congr rfl fun i _ => Finset.sum_congr rfl fun j _ => by rw [hs j i]; ring
  calc E * (x ⬝ᵥ x)
      = ∑ i, ∑ j, (H i j * φ i * φ j * y i ^ 2 + H i j * φ i * φ j * y j ^ 2) / 2 := by
        simp only [← Finset.sum_div, Finset.sum_add_distrib, hA, hB]
        ring
    _ ≤ ∑ i, ∑ j, x i * (H i j * x j) := by
        refine Finset.sum_le_sum fun i _ => Finset.sum_le_sum fun j _ => ?_
        rw [hx i, hx j]
        by_cases hij : i = j
        · subst hij
          exact le_of_eq (by ring)
        · have := mul_nonneg (mul_nonneg (neg_nonneg.2 (ho i j hij))
            (mul_pos (hφ i) (hφ j)).le) (sq_nonneg (y i - y j))
          nlinarith
    _ = x ⬝ᵥ H *ᵥ x := by simp only [dotProduct, Matrix.mulVec, Finset.mul_sum]
```

Write \(x_i=\varphi_i y_i\). The eigenvalue equation and symmetry give \(E\,x\cdot x=\sum_{ij}H_{ij}\varphi_i\varphi_j(y_i^2+y_j^2)/2\), hence
\[
x\cdot Hx-E\,x\cdot x=-\tfrac12\sum_{i\ne j}H_{ij}\varphi_i\varphi_j(y_i-y_j)^2\ge0.
\]
Lean compares the two double sums term by term.

```lean
/-- The exact ground energy of the n-site chain is 2 - 2cos(π/(n+1)). -/
theorem chain_ground_energy (n : ℕ) (hn : 1 ≤ n) :
    IsLeast (energies (chain n) ⊤) (2 - 2 * Real.cos (π / (n + 1))) := by
  have hpos : ∀ i : Fin n, 0 < mode n (i.val + 1) := by
    intro i
    have hi : ((i.val + 1 : ℕ) : ℝ) < n + 1 := by exact_mod_cast Nat.succ_lt_succ i.isLt
    refine Real.sin_pos_of_pos_of_lt_pi (by positivity) ?_
    rw [← mul_div_assoc, div_lt_iff₀ (by positivity)]
    nlinarith [Real.pi_pos]
  have heig : chain n *ᵥ (fun i => mode n (i.val + 1))
      = (2 - 2 * Real.cos (π / (n + 1))) • fun i : Fin n => mode n (i.val + 1) := by
    funext i
    rw [chain_mulVec (mode n) (mode_boundary n).1 (mode_boundary n).2, mode_recurrence]
    rfl
  have hnorm : ∀ x : Fin n → ℝ, x ≠ 0 → 0 < x ⬝ᵥ x := by
    intro x hx
    obtain ⟨i, hi⟩ := Function.ne_iff.1 hx
    exact Finset.sum_pos' (fun j _ => mul_self_nonneg _) ⟨i, Finset.mem_univ i, mul_self_pos.2 hi⟩
  constructor
  · have h0 : (fun i : Fin n => mode n (i.val + 1)) ≠ 0 := fun h =>
      (hpos ⟨0, hn⟩).ne' (congrFun h ⟨0, hn⟩)
    refine ⟨_, ⟨Submodule.mem_top, h0⟩, ?_⟩
    beta_reduce
    rw [heig, dotProduct_smul, smul_eq_mul, mul_div_assoc, div_self (hnorm _ h0).ne', mul_one]
  · rintro _ ⟨x, ⟨_, hx⟩, rfl⟩
    beta_reduce
    rw [le_div_iff₀ (hnorm x hx)]
    refine energy_ge_of_positive_state _ (fun i j => ?_) (fun i j hij => ?_) _ hpos _ heig x
    · simp only [chain, Matrix.of_apply, eq_comm (a := i) (b := j)]
      ring
    · simp only [chain, Matrix.of_apply, if_neg hij]
      split_ifs <;> norm_num
```

`⊤` is the whole space, and `IsLeast` says that the value is attained and is a lower bound. The sine state is positive because \(0<k\theta<\pi\), so the preceding bound applies and the state attains it. Taking \(n=L\) confirms that the block states are block ground states.

## The energy after blocking

```lean
/-- The squared norm x·x and the form x·Hx for x = a • leftBlock L + b • rightBlock L; the blocks
couple through the term -2ab sin²(π/(L+1)). -/
theorem block_forms (L : ℕ) (hL : 1 ≤ L) (a b : ℝ) (x : Fin (2 * L) → ℝ)
    (hx : x = a • leftBlock L + b • rightBlock L) :
    x ⬝ᵥ x = ((L : ℝ) + 1) / 2 * (a ^ 2 + b ^ 2) ∧
    x ⬝ᵥ chain (2 * L) *ᵥ x = ((L : ℝ) + 1) / 2 * (2 - 2 * Real.cos (π / (L + 1)))
      * (a ^ 2 + b ^ 2) - 2 * a * b * Real.sin (π / (L + 1)) ^ 2 := by
  obtain ⟨w, hw⟩ : ∃ w : ℕ → ℝ, ∀ k, w k = if k ≤ L then a * mode L k else b * mode L (k - L) :=
    ⟨_, fun _ => rfl⟩
  have hxw : x = fun i => w (i.val + 1) := by
    funext i
    simp only [hx, Pi.add_apply, Pi.smul_apply, smul_eq_mul, leftBlock, rightBlock, hw]
    split_ifs <;> ring
  have lo : ∀ k ≤ L, w k = a * mode L k := fun k hk => by rw [hw, if_pos hk]
  have hi : ∀ k, 1 ≤ k → w (L + k) = b * mode L k := fun k hk => by
    rw [hw, if_neg (by omega), Nat.add_sub_cancel_left]
  obtain ⟨m0, mE⟩ := mode_boundary L
  have w0 : w 0 = 0 := by rw [lo 0 (by omega), m0, mul_zero]
  have wE : w (2 * L + 1) = 0 := by
    rw [show 2 * L + 1 = L + (L + 1) by omega, hi _ (by omega), mE, mul_zero]
  have m1 : mode L (0 + 1) = Real.sin (π / (L + 1)) := by simp [mode]
  have mL : mode L L = Real.sin (π / (L + 1)) := by
    have h : (L : ℝ) * (π / (L + 1)) = π - π / (L + 1) := by
      field_simp
      ring
    rw [mode, h, Real.sin_pi_sub]
  have split : ∀ (f : ℕ → ℝ) (m n : ℕ), ∑ i ∈ range (m + n), f i
      = ∑ i ∈ range m, f i + ∑ i ∈ range n, f (m + i) := by
    intro f m n
    induction n with
    | zero => simp
    | succ n ih => simp only [← add_assoc, Finset.sum_range_succ, ih]
  constructor
  · have s1 : ∀ i ∈ range L, w (i + 1) * w (i + 1) = a ^ 2 * mode L (i + 1) ^ 2 := by
      intro i h
      rw [lo (i + 1) (Finset.mem_range.1 h)]
      ring
    have s2 : ∀ i ∈ range L, w (L + i + 1) * w (L + i + 1) = b ^ 2 * mode L (i + 1) ^ 2 := by
      intro i _
      rw [add_assoc, hi (i + 1) (by omega)]
      ring
    rw [hxw]
    simp only [dotProduct]
    rw [Fin.sum_univ_eq_sum_range (fun i => w (i + 1) * w (i + 1)) (2 * L), two_mul, split,
      Finset.sum_congr rfl s1, Finset.sum_congr rfl s2, ← Finset.mul_sum, ← Finset.mul_sum,
      mode_norm L hL]
    ring
  · -- inside a block the state is an eigenvector; only the junction bond adds a term
    have s1 : ∀ i ∈ range L, w (i + 1) * (2 * w (i + 1) - w i - w (i + 2))
        = a ^ 2 * (2 - 2 * Real.cos (π / (L + 1))) * mode L (i + 1) ^ 2
          - (if i = L - 1 then a * b * Real.sin (π / (L + 1)) ^ 2 else 0) := by
      intro i h
      have hiL := Finset.mem_range.1 h
      have hrec := mode_recurrence L i
      rw [lo (i + 1) hiL, lo i hiL.le]
      by_cases hc : i + 1 = L
      · have e2 : w (i + 2) = b * Real.sin (π / (L + 1)) := by
          rw [show i + 2 = L + (0 + 1) by omega, hi _ (by omega), m1]
        have e3 : mode L (i + 1) = Real.sin (π / (L + 1)) := by rw [hc, mL]
        have e4 : mode L (i + 2) = 0 := by rw [show i + 2 = L + 1 by omega, mE]
        rw [if_pos (by omega), e2]
        rw [e4] at hrec
        linear_combination a ^ 2 * mode L (i + 1) * hrec - a * b * Real.sin (π / (L + 1)) * e3
      · rw [if_neg (by omega), lo (i + 2) (by omega)]
        linear_combination a ^ 2 * mode L (i + 1) * hrec
    have s2 : ∀ i ∈ range L, w (L + i + 1) * (2 * w (L + i + 1) - w (L + i) - w (L + i + 2))
        = b ^ 2 * (2 - 2 * Real.cos (π / (L + 1))) * mode L (i + 1) ^ 2
          - (if i = 0 then a * b * Real.sin (π / (L + 1)) ^ 2 else 0) := by
      intro i _
      have hrec := mode_recurrence L i
      rw [add_assoc L i 1, add_assoc L i 2, hi (i + 1) (by omega), hi (i + 2) (by omega)]
      by_cases hc : i = 0
      · have e1 : w (L + i) = a * Real.sin (π / (L + 1)) := by
          rw [hc, add_zero, lo L le_rfl, mL]
        have e2 : mode L i = 0 := by rw [hc, m0]
        have e3 : mode L (i + 1) = Real.sin (π / (L + 1)) := by rw [hc, m1]
        rw [if_pos hc, e1]
        linear_combination b ^ 2 * mode L (i + 1) * hrec + b ^ 2 * mode L (i + 1) * e2
          - a * b * Real.sin (π / (L + 1)) * e3
      · rw [if_neg hc, hi i (by omega)]
        linear_combination b ^ 2 * mode L (i + 1) * hrec
    rw [hxw]
    simp only [dotProduct, chain_mulVec w w0 wE]
    rw [Fin.sum_univ_eq_sum_range
      (fun i => w (i + 1) * (2 * w (i + 1) - w i - w (i + 2))) (2 * L), two_mul L, split,
      Finset.sum_congr rfl s1, Finset.sum_congr rfl s2, Finset.sum_sub_distrib,
      Finset.sum_sub_distrib, ← Finset.mul_sum, ← Finset.mul_sum, mode_norm L hL,
      Finset.sum_ite_eq', Finset.sum_ite_eq', if_pos (Finset.mem_range.2 (by omega)),
      if_pos (Finset.mem_range.2 (by omega))]
    ring
```

From here \(\theta=\pi/(L+1)\). Let \(a\) and \(b\) multiply the left and right states. Their supports are disjoint, so the squared norm is \(\frac{L+1}{2}(a^2+b^2)\). Inside each block \(H\) multiplies by \(\varepsilon\). At site \(L\) the neighbour has amplitude \(b s_1\) instead of zero, which adds \(-(a s_L)(b s_1)=-ab\sin^2\theta\); site \(L+1\) adds the same. In the second half of the proof, `s1` and `s2` are these calculations for the left and right blocks; in the first half the same names serve the squared norm.

```lean
/-- The least Rayleigh quotient of the 2L-site chain in the span of the two block states. -/
theorem blocked_energy (L : ℕ) (hL : 1 ≤ L) :
    IsLeast (energies (chain (2 * L)) (blockSpace L))
      (2 - 2 * Real.cos (π / (L + 1)) - 2 * Real.sin (π / (L + 1)) ^ 2 / (L + 1)) := by
  have hM : (0 : ℝ) < (L : ℝ) + 1 := by positivity
  have ht : 2 * Real.sin (π / (L + 1)) ^ 2 / ((L : ℝ) + 1) * ((L : ℝ) + 1)
      = 2 * Real.sin (π / (L + 1)) ^ 2 := div_mul_cancel₀ _ hM.ne'
  constructor
  · -- the symmetric combination attains the minimum
    obtain ⟨f1, f2⟩ := block_forms L hL 1 1 _ rfl
    refine ⟨(1 : ℝ) • leftBlock L + (1 : ℝ) • rightBlock L,
      ⟨Submodule.mem_span_pair.2 ⟨1, 1, rfl⟩, fun h => ?_⟩, ?_⟩
    · rw [h, zero_dotProduct] at f1
      linarith
    · beta_reduce
      rw [f1, f2, div_eq_iff (by positivity)]
      linear_combination ht
  · rintro _ ⟨x, ⟨hxS, hx0⟩, rfl⟩
    obtain ⟨a, b, hab⟩ := Submodule.mem_span_pair.1 hxS
    obtain ⟨f1, f2⟩ := block_forms L hL a b x hab.symm
    have hD : 0 < a ^ 2 + b ^ 2 := by
      by_contra h
      have ha : a ^ 2 = 0 := by nlinarith [sq_nonneg a, sq_nonneg b]
      have hb : b ^ 2 = 0 := by nlinarith [sq_nonneg a, sq_nonneg b]
      apply hx0
      rw [← hab, (pow_eq_zero_iff two_ne_zero).1 ha, (pow_eq_zero_iff two_ne_zero).1 hb]
      simp
    beta_reduce
    rw [f1, f2, le_div_iff₀ (by positivity)]
    have h := mul_nonneg (sq_nonneg (Real.sin (π / ((L : ℝ) + 1)))) (sq_nonneg (a - b))
    linear_combination h - (a ^ 2 + b ^ 2) / 2 * ht
```

The quotient is therefore
\[
\varepsilon-\frac{4ab}{a^2+b^2}\,\frac{\sin^2\theta}{L+1}.
\]
Since \(2ab\le a^2+b^2\), the minimum is \(\varepsilon-2\sin^2\theta/(L+1)\), attained at \(a=b\). In Lean the inequality enters as \(\sin^2\theta\,(a-b)^2\ge0\).

```lean
/-- The ratio of the lowest energy in the span of the two block states to the ground energy of the
2L-site chain tends to 4 as L grows. -/
theorem wilson_blocking_fails :
    Tendsto (fun L : ℕ => lowestEnergy (chain (2 * L)) (blockSpace L)
      / lowestEnergy (chain (2 * L)) ⊤) atTop (𝓝 4) := by
  -- sin u may be replaced by u in a scaled limit
  have S : ∀ (u N : ℕ → ℝ) (c : ℝ), Tendsto u atTop (𝓝 0) → (∀ L, u L ≠ 0) →
      Tendsto (fun L => N L * u L) atTop (𝓝 c) →
      Tendsto (fun L => N L * Real.sin (u L)) atTop (𝓝 c) := by
    intro u N c hu hne h
    have s : Tendsto (fun t : ℝ => t⁻¹ * Real.sin t) (𝓝[≠] 0) (𝓝 1) := by
      simpa using (Real.hasDerivAt_sin 0).tendsto_slope_zero
    have s' := h.mul (s.comp (tendsto_nhdsWithin_iff.2 ⟨hu, Eventually.of_forall hne⟩))
    rw [mul_one] at s'
    refine s'.congr fun L => ?_
    have := hne L
    simp only [Function.comp]
    field_simp
  have half : ∀ u : ℝ, 2 - 2 * Real.cos u = 4 * Real.sin (u / 2) ^ 2 := by
    intro u
    have h := Real.cos_two_mul (u / 2)
    rw [show 2 * (u / 2) = u by ring] at h
    linear_combination -2 * h - 4 * Real.sin_sq_add_cos_sq (u / 2)
  have hr : Tendsto (fun L : ℕ => 1 / ((L : ℝ) + 1)) atTop (𝓝 0) :=
    tendsto_one_div_add_atTop_nhds_zero_nat
  have hθ : Tendsto (fun L : ℕ => π / ((L : ℝ) + 1)) atTop (𝓝 0) := by
    simpa [div_eq_mul_inv] using hr.const_mul π
  have hη : Tendsto (fun L : ℕ => π / (((2 * L : ℕ) : ℝ) + 1)) atTop (𝓝 0) :=
    hθ.comp (tendsto_atTop_mono (fun L : ℕ => (by omega : L ≤ 2 * L)) tendsto_id)
  have hA := S (fun L => π / ((L : ℝ) + 1) / 2) (fun L => 2 * ((L : ℝ) + 1)) π
    (by simpa using hθ.div_const 2) (fun L => by positivity)
    (tendsto_const_nhds.congr fun L => by field_simp)
  have hB := S (fun L => π / ((L : ℝ) + 1)) (fun L => (L : ℝ) + 1) π hθ
    (fun L => by positivity) (tendsto_const_nhds.congr fun L => by field_simp)
  have hC := S (fun L => π / (((2 * L : ℕ) : ℝ) + 1) / 2) (fun L => 2 * ((L : ℝ) + 1)) (π / 2)
    (by simpa using hη.div_const 2) (fun L => by positivity) (by
      have h := (hη.div_const 2).const_add (π / 2)
      rw [zero_div, add_zero] at h
      refine h.congr fun L => ?_
      push_cast
      field_simp
      ring)
  have hR := ((hA.pow 2).sub ((hr.const_mul 2).mul (hB.pow 2))).div (hC.pow 2) (by positivity)
  have hv : (π ^ 2 - 2 * 0 * π ^ 2) / (π / 2) ^ 2 = 4 := by
    rw [div_eq_iff (by positivity)]
    ring
  rw [hv] at hR
  have alg : ∀ M s q t : ℝ, M ≠ 0 → ((2 * M * s) ^ 2 - 2 * (1 / M) * (M * q) ^ 2)
      / (2 * M * t) ^ 2 = (4 * s ^ 2 - 2 * q ^ 2 / M) / (4 * t ^ 2) := by
    intro M s q t hM
    have e1 : (2 * M * s) ^ 2 - 2 * (1 / M) * (M * q) ^ 2
        = M ^ 2 * (4 * s ^ 2 - 2 * q ^ 2 / M) := by
      field_simp
      ring
    rw [e1, show (2 * M * t) ^ 2 = M ^ 2 * (4 * t ^ 2) by ring,
      mul_div_mul_left _ _ (pow_ne_zero 2 hM)]
  refine hR.congr' ?_
  filter_upwards [eventually_ge_atTop 1] with L hL
  unfold lowestEnergy
  rw [(blocked_energy L hL).csInf_eq, (chain_ground_energy (2 * L) (by omega)).csInf_eq,
    half (π / ((L : ℝ) + 1)), half (π / (((2 * L : ℕ) : ℝ) + 1))]
  exact alg _ _ _ _ (by positivity)

end

end WilsonBlocking
```

Let \(\eta=\pi/(2L+1)\). Use \(2-2\cos u=4\sin^2(u/2)\) and multiply both energies by \((L+1)^2\). Because \(\sin u/u\to1\) (the step `S`),
\[
4(L+1)^2\sin^2\tfrac{\theta}{2}\to\pi^2,\qquad
2(L+1)\sin^2\theta\to0,\qquad
4(L+1)^2\sin^2\tfrac{\eta}{2}\to\left(\tfrac{\pi}{2}\right)^2 .
\]
The ratio tends to \(\pi^2/(\pi/2)^2=4\). `alg` cancels the common scale, and `csInf_eq` identifies each infimum with its minimum.

The failure is one of relative accuracy: both energies tend to zero. For this one-particle chain with long blocks and one state kept in each, low block energy is a poor criterion for retaining states: keeping the left and right halves of the exact ground state instead would give the exact energy, because their sum is that state. DMRG bases the choice on a reduced density matrix.

```lean
#print axioms WilsonBlocking.chain_ground_energy
-- 'WilsonBlocking.chain_ground_energy' depends on axioms: [propext, Classical.choice, Quot.sound]
#print axioms WilsonBlocking.wilson_blocking_fails
-- 'WilsonBlocking.wilson_blocking_fails' depends on axioms: [propext, Classical.choice, Quot.sound]
```
